# For a finite complex matrix S with S² = 1, exp(zS) = cosh(z) 1 + sinh(z) S

The declaration concerns a finite square complex matrix S whose square is the identity, as is the case for a Pauli matrix. It states that exp(zS) = cosh(z) 1 + sinh(z) S for every complex number z; with z = −iθ and θ real, this becomes cos(θ) 1 − i sin(θ) S, the familiar form of a spin rotation. S need not be Hermitian. The attempt splits the exponential series into even and odd powers, reduces these to multiples of the identity and of S, and adds the two sums.

This version doesn't compile in Lean 4 with Mathlib:

```lean
import Mathlib

open Matrix Polynomial

namespace ExpSmulInvolution

noncomputable section

/-- If a square matrix `S` squares to the identity, then `exp(z S) = cosh z + sinh z S`
for every complex `z`. -/
theorem exp_smul_involution {ι : Type*} [Fintype ι] [DecidableEq ι]
    (S : Matrix ι ι ℂ) (hS : S * S = 1) (z : ℂ) :
    NormedSpace.exp (z • S) = Complex.cosh z • (1 : Matrix ι ι ℂ) + Complex.sinh z • S := by
  let f : ℕ → Matrix ι ι ℂ := fun k => ((k.factorial : ℂ)⁻¹) • (z • S) ^ k
  -- even powers of S are the identity and sum to cosh
  have he : HasSum (fun k => f (2 * k)) (Complex.cosh z • (1 : Matrix ι ι ℂ)) := by
    have e : (fun k => f (2 * k)) =
        fun k => (z ^ (2 * k) / ((2 * k).factorial : ℂ)) • (1 : Matrix ι ι ℂ) := by
      funext k
      change (((2 * k).factorial : ℂ)⁻¹) • (z • S) ^ (2 * k) = _
      rw [smul_pow, pow_mul S, pow_two S, hS, one_pow, smul_smul, div_eq_inv_mul]
    rw [e]
    exact (Complex.hasSum_cosh z).smul_const _
  -- odd powers of S are S itself and sum to sinh
  have ho : HasSum (fun k => f (2 * k + 1)) (Complex.sinh z • S) := by
    have e : (fun k => f (2 * k + 1)) =
        fun k => (z ^ (2 * k + 1) / ((2 * k + 1).factorial : ℂ)) • S := by
      funext k
      change (((2 * k + 1).factorial : ℂ)⁻¹) • (z • S) ^ (2 * k + 1) = _
      rw [smul_pow, pow_succ S, pow_mul S, pow_two S, hS, one_pow, one_mul, smul_smul,
        div_eq_inv_mul]
    rw [e]
    exact (Complex.hasSum_sinh z).smul_const _
  rw [NormedSpace.exp_eq_tsum ℂ]
  exact (HasSum.even_add_odd (f := f) he ho).tsum_eq

end

end ExpSmulInvolution
```

Compiling this gives:

```
Main.lean:21:10: error: Ambiguous term
  smul_pow
Possible interpretations:
  _root_.smul_pow : ∀ (r : ?m.160) (x : ?m.161) (n : ℕ), (r • x) ^ n = r ^ n • x ^ n
  
  Polynomial.smul_pow : ?m.162 → ℕ → ?m.160 → ?m.162
Main.lean:30:10: error: Ambiguous term
  smul_pow
Possible interpretations:
  _root_.smul_pow : ∀ (r : ?m.334) (x : ?m.335) (n : ℕ), (r • x) ^ n = r ^ n • x ^ n
  
  Polynomial.smul_pow : ?m.336 → ℕ → ?m.334 → ?m.336
```

This version goes through:

```diff
@@ -19,5 +19,5 @@
       funext k
       change (((2 * k).factorial : ℂ)⁻¹) • (z • S) ^ (2 * k) = _
-      rw [smul_pow, pow_mul S, pow_two S, hS, one_pow, smul_smul, div_eq_inv_mul]
+      rw [_root_.smul_pow, pow_mul S, pow_two S, hS, one_pow, smul_smul, div_eq_inv_mul]
     rw [e]
     exact (Complex.hasSum_cosh z).smul_const _
@@ -28,5 +28,5 @@
       funext k
       change (((2 * k + 1).factorial : ℂ)⁻¹) • (z • S) ^ (2 * k + 1) = _
-      rw [smul_pow, pow_succ S, pow_mul S, pow_two S, hS, one_pow, one_mul, smul_smul,
+      rw [_root_.smul_pow, pow_succ S, pow_mul S, pow_two S, hS, one_pow, one_mul, smul_smul,
         div_eq_inv_mul]
     rw [e]
```

What went wrong. Both messages report the same fault, once in the even part and once in the odd. The file opens the `Polynomial` namespace, so the short name `smul_pow` can mean either `_root_.smul_pow` or `Polynomial.smul_pow`. The first is the lemma wanted here, `(r • x) ^ n = r ^ n • x ^ n`, which takes the scalar out of the power. The second, as its printed type shows, is a function that returns an element, not a proof of an equation. Given the name of such a function, `rw` can only try to unfold it, and this function does not occur in the goal. Lean does not use the goal to choose between the two, however. Both readings make sense as terms on their own, so `rw` stops with an ambiguity error before it tries any rewriting.

The diff writes `_root_.smul_pow` in both places. The prefix `_root_` names the lemma outside any namespace and so leaves only one reading. The rest of each rewrite is unchanged.
